# Each supercell crystal momentum is the folded image of [G : H] primitive-cell momenta, for a finite translation group G and supercell translations H

Under periodic (Born–von Kármán) boundary conditions the lattice translations of a crystal form a finite abelian group `G`. The supercell translations are a subgroup `H`, and a crystal momentum is a complex character, which gives each translation its phase. Folding restricts a character of `G` to `H`, and `folding_multiplicity` states that every character `ψ` of `H` is the restriction of exactly `H.index` characters of `G`; no Hamiltonian enters. The proof sums `χ (h : G) * ψ (-h)` over all `χ` and all `h` in `H`. Summed over `h` first, this gives the order of `H` for each `χ` that folds onto `ψ` and zero for the others; summed over `χ` first, only the zero translation survives and gives the order of `G`. The number sought times the order of `H` is therefore the order of `G`, and `H.card_mul_index` turns this into the index.

The failing Lean file:

```lean
import Mathlib

open Finset

noncomputable section

namespace CrystalMomentumFolding

variable {G : Type*} [AddCommGroup G] [Fintype G] (H : AddSubgroup G)

/-- Folding of a primitive-cell crystal momentum: the character `χ` of all lattice translations
is restricted to the supercell translations `H`. -/
def fold (χ : AddChar G ℂ) : AddChar H ℂ := χ.compAddMonoidHom H.subtype

omit [Fintype G] in
/-- The folded momentum gives a supercell translation the same phase as the original one. -/
theorem fold_apply (χ : AddChar G ℂ) (h : H) : fold H χ h = χ (h : G) := rfl

omit [Fintype G] in
/-- If `χ` does not fold onto `ψ`, their phases are orthogonal over the supercell translations. -/
theorem supercell_orthogonality [Fintype H] {χ : AddChar G ℂ} {ψ : AddChar H ℂ}
    (hne : fold H χ ≠ ψ) : ∑ h : H, χ (h : G) * ψ (-h) = 0 := by
  have h1 : fold H χ * ψ⁻¹ ≠ 1 := fun h => hne (mul_inv_eq_one.1 h)
  have h2 := AddChar.sum_eq_zero_of_ne_one h1
  rw [← h2]
  refine Finset.sum_congr rfl fun h _ => ?_
  rw [AddChar.mul_apply, AddChar.inv_apply, fold_apply]

/-- Every supercell crystal momentum `ψ` is the folded image of exactly `[G : H]` primitive-cell
crystal momenta. -/
theorem folding_multiplicity (ψ : AddChar H ℂ) :
    Nat.card {χ : AddChar G ℂ // fold H χ = ψ} = H.index := by
  classical
  -- count the momenta by projecting onto `ψ` and exchanging the two sums
  have key : (Nat.card {χ : AddChar G ℂ // fold H χ = ψ} : ℂ) * (Fintype.card H : ℂ)
      = (Fintype.card G : ℂ) := by
    calc (Nat.card {χ : AddChar G ℂ // fold H χ = ψ} : ℂ) * (Fintype.card H : ℂ)
        = ∑ χ : AddChar G ℂ, if fold H χ = ψ then (Fintype.card H : ℂ) else 0 := by
          rw [Nat.card_eq_fintype_card, Fintype.card_subtype, ← Finset.sum_filter,
            Finset.sum_const, nsmul_eq_mul]
      _ = ∑ χ : AddChar G ℂ, ∑ h : H, χ (h : G) * ψ (-h) := by
          refine Finset.sum_congr rfl fun χ _ => ?_
          split_ifs with hc
          · have h1 : ∀ h : H, χ (h : G) * ψ (-h) = 1 := by
              intro h
              rw [← hc, fold_apply, ← AddChar.map_add_eq_mul]
              simp
            simp only [h1, Finset.sum_const, Finset.card_univ, nsmul_eq_mul, mul_one]
          · exact (supercell_orthogonality H hc).symm
      _ = ∑ h : H, (∑ χ : AddChar G ℂ, χ (h : G)) * ψ (-h) := by
          rw [Finset.sum_comm]
          simp only [Finset.sum_mul]
      _ = (Fintype.card G : ℂ) := by
          -- only the zero translation survives the sum over all momenta
          rw [Finset.sum_eq_single (0 : H)]
          · rw [AddChar.sum_apply_eq_ite, if_pos rfl, neg_zero, AddChar.map_zero_eq_one, mul_one]
          · intro h _ hh
            have h0 : (h : G) ≠ 0 := fun h' => hh (Subtype.ext h')
            rw [AddChar.sum_apply_eq_ite, if_neg h0, zero_mul]
          · intro h
            exact absurd (Finset.mem_univ _) h
  have k : Nat.card {χ : AddChar G ℂ // fold H χ = ψ} * Fintype.card H = Fintype.card G := by
    exact_mod_cast key
  have hl := H.card_mul_index
  rw [Nat.card_eq_fintype_card (α := H), Nat.card_eq_fintype_card (α := G)] at hl
  refine Nat.eq_of_mul_eq_mul_left (Fintype.card_pos (α := H)) ?_
  rw [hl, mul_comm, k]

end CrystalMomentumFolding
```

The compiler's answer:

```
Main.lean:56:42: error: Tactic `rewrite` failed: Did not find an occurrence of the pattern
  if ?m.244 = ?m.244 then ?m.246 else ?m.247
in the target expression
  (if ↑0 = 0 then ↑(Fintype.card G) else 0) * ψ (-0) = ↑(Fintype.card G)

G : Type u_1
inst✝¹ : AddCommGroup G
inst✝ : Fintype G
H : AddSubgroup G
ψ : AddChar ↥H ℂ
⊢ (if ↑0 = 0 then ↑(Fintype.card G) else 0) * ψ (-0) = ↑(Fintype.card G)
```

Fix (accepted with no message):

```diff
@@ -54,5 +54,6 @@
           -- only the zero translation survives the sum over all momenta
           rw [Finset.sum_eq_single (0 : H)]
-          · rw [AddChar.sum_apply_eq_ite, if_pos rfl, neg_zero, AddChar.map_zero_eq_one, mul_one]
+          · have h0 : ((0 : H) : G) = 0 := H.coe_zero
+            rw [AddChar.sum_apply_eq_ite, if_pos h0, neg_zero, AddChar.map_zero_eq_one, mul_one]
           · intro h _ hh
             have h0 : (h : G) ≠ 0 := fun h' => hh (Subtype.ext h')
```

Cause. The one error is in the term for the zero translation. There the sum over momenta has become an `if` with condition `↑0 = 0`, where the left side is the zero of `H` carried into `G` and the right side is the zero of `G` itself. The condition is true, but its two sides are written differently.

In `if_pos rfl`, the proof `rfl` is elaborated before the goal is searched, so it fixes the condition only as `?m.244 = ?m.244`, with the same term on both sides. To match, `rw` would have to identify `↑0` with `0` by unfolding definitions, which its search does not do far enough here, and it finds no occurrence of the pattern.

The repair first proves `h0 : ((0 : H) : G) = 0` from `H.coe_zero`, then passes it to `if_pos`. The pattern now carries the very condition that stands in the goal, so the `if` reduces to the order of `G`, and the remaining rewrites, which are unchanged, close the goal.
